# Seitz symmetry relations for spheroidal valleys along the [100], [111] and [110] axes

Apply an electric field and a magnetic field to a cubic crystal, both along the same cube axis, and look at a carrier in a valley whose symmetry axis is one of the three cube axes. Its mobility tensor is diagonal, so the carrier drifts along the electric field and therefore along the magnetic field. In a model that describes the carriers of a valley by their drift velocity alone, there is then no Lorentz force, and the magnetic field changes nothing. This holds in each of the three [100] valleys, and so for their mean.

Now tilt the valley axis to [111]. The anisotropic mobility turns part of the drift away from the magnetic field, the Lorentz force acts on that part, and at second order in the field the drift along the electric field is reduced. The position of the valleys thus leaves a mark on the magnetic response, in the form of linear relations between its coefficients.

## The relations and their derivation

In a steady state, a carrier with mobility tensor $M$ in fields $E$ and $B$ has the drift velocity
$$v = M(E + v\times B).$$
The sign of the charge is contained in $M$. Take a valley that is a spheroid about the unit vector $n$, so that
$$M = t\,I + s\,nn^T .$$
Here $t$ is the mobility transverse to the axis (not a time), and $t+s$ is the mobility along it. Let $X$ be the matrix with $Xv = B\times v$. Then $v = ME - MXv$, and inserting this equation into itself twice gives
$$v = ME - MXME + MXMXME - MXMXMXv .$$
The response of second order in $B$ is $MXMXM$. Its mean over a set of equivalent valleys has the Seitz form
$$\beta|B|^2 I + \gamma BB^T + \delta\,\mathrm{diag}(B_i^2),$$
with components numbered $i=0,1,2$ along the cube axes. The coefficients satisfy

- $\beta+\gamma+\delta=0$ and $\delta = ts^2/3$ for the three [100] axes,
- $\beta+\gamma=0$ and $\delta=-2ts^2/9$ for the four [111] axes,
- $\beta+\gamma=\delta$ and $\delta=-ts^2/12$ for the six [110] axes.

**One valley.** Write $w = Xn = B\times n$. Since $n^TX=-w^T$ and $n\cdot w=0$, the term in $s^2$ drops out of
$$MXM = t^2X + ts\,(wn^T - nw^T).$$
Multiply on the right by $XM$, and use $X^2 = BB^T-|B|^2I$ and $|w|^2=|B|^2-(n\cdot B)^2$:
$$\begin{aligned}MXMXM ={}& t^3(BB^T-|B|^2I)\\ &+t^2s\left[(n\cdot B)(nB^T+Bn^T)-2|B|^2nn^T-ww^T\right]\\ &+ts^2\left[(n\cdot B)^2-|B|^2\right]nn^T .\end{aligned}$$

**The mean.** Angle brackets denote the mean over the valleys. For all three sets $\langle nn^T\rangle = I/3$, hence $\langle ww^T\rangle = X\langle nn^T\rangle X^T = (|B|^2I-BB^T)/3$. The $t^2s$ bracket therefore averages to
$$\tfrac23BB^T-\tfrac23|B|^2I-\tfrac13(|B|^2I-BB^T)=BB^T-|B|^2I .$$
Only the last bracket distinguishes the sets, through the fourth moments $a=\langle n_0^4\rangle$ and $b=\langle n_0^2n_1^2\rangle$. Fourth moments with an odd power of a component vanish, and the other axes give the same $a$ and $b$. A diagonal entry of $\langle(n\cdot B)^2nn^T\rangle$ is $aB_i^2+b(|B|^2-B_i^2)$, and an off-diagonal entry is $2bB_iB_j$, so
$$\langle(n\cdot B)^2nn^T\rangle = b|B|^2I+2bBB^T+(a-3b)\,\mathrm{diag}(B_i^2).$$
Because $|n|=1$, we have $a+2b=1/3$. Collecting terms,
$$\begin{aligned}\beta&=-(t^3+t^2s)+ts^2(b-\tfrac13),\\ \gamma&=t^3+t^2s+2b\,ts^2,\\ \delta&=ts^2(\tfrac13-5b).\end{aligned}$$
The values $b=0$, $1/9$ and $1/12$ for [100], [111] and [110] give the three pairs of relations.

**Uniqueness.** For $B=(1,0,0)$ the 11 entry of the Seitz form is $\beta$ and the 00 entry is $\beta+\gamma+\delta$. For $B=(1,1,0)$ the 01 entry is $\gamma$. The response as a function of $B$ thus fixes all three coefficients.

## Three [100] valleys with $t=1$ and $s=3$

The mobility tensors are $\mathrm{diag}(4,1,1)$, $\mathrm{diag}(1,4,1)$ and $\mathrm{diag}(1,1,4)$. For $M=\mathrm{diag}(m_0,m_1,m_2)$ and $B=(1,0,0)$, the 11 entry of $MXMXM$ is $-m_1^2m_2$. The valleys give $-1$, $-16$ and $-4$, so $\beta=-7$. The 00 entry is zero in each valley, so $\beta+\gamma+\delta=0$. For $B=(1,1,0)$, the 01 entry is $m_0m_1m_2=4$ in each valley, so $\gamma=4$. What remains is $\delta=3$, in agreement with $ts^2/3$.

## Valleys, fields and the Seitz form in Lean

```lean
import Mathlib

open Matrix

namespace SeitzSymmetryRelations

noncomputable section
```

Vectors are functions `Fin 3 → ℝ`, with indices 0, 1, 2 for the cube axes.

```lean
/-- The cross-product matrix of the magnetic field `B`. -/
def crossMatrix (B : Fin 3 → ℝ) : Matrix (Fin 3) (Fin 3) ℝ :=
  !![0, -B 2, B 1; B 2, 0, -B 0; -B 1, B 0, 0]
```

A valley is specified by a direction `d` that need not have unit length. The matrix `vecMulVec d d` is $dd^T$, and division by `d ⬝ᵥ d` turns it into $nn^T$ without a square root. For example, `![1, 1, 1]` stands for $n=(1,1,1)/\sqrt3$. The parameters `t` and `s` are arbitrary reals.

```lean
/-- The mobility tensor `t I + s n nᵀ` of a valley whose axis `n` is the unit vector along
the nonzero direction `d`. -/
def valley (t s : ℝ) (d : Fin 3 → ℝ) : Matrix (Fin 3) (Fin 3) ℝ :=
  t • (1 : Matrix (Fin 3) (Fin 3) ℝ) + (s / (d ⬝ᵥ d)) • vecMulVec d d

/-- The coefficient `M X M X M` of the drift velocity at second order in the magnetic field. -/
def secondOrder (M : Matrix (Fin 3) (Fin 3) ℝ) (B : Fin 3 → ℝ) : Matrix (Fin 3) (Fin 3) ℝ :=
  M * crossMatrix B * M * crossMatrix B * M
```

The next definition averages the response matrices with equal weights, which corresponds to equally populated valleys. Applied to a common field $E$, the average gives the mean second-order velocity.

```lean
/-- The mean second-order response of `N` valleys, for `N > 0` and nonzero axis directions. -/
def starMean {N : ℕ} (axes : Fin N → Fin 3 → ℝ) (t s : ℝ) (B : Fin 3 → ℝ) :
    Matrix (Fin 3) (Fin 3) ℝ :=
  (1 / (N : ℝ)) • ∑ k, secondOrder (valley t s (axes k)) B
```

The coefficients below describe velocity as a response to the electric field. Multiplication by carrier density and charge gives those of the current. The coefficients of magnetoresistance, obtained by inverting the conductivity tensor, are different quantities.

```lean
/-- The Seitz form `β |B|² I + γ B Bᵀ + δ diag(Bᵢ²)`. -/
def seitzForm (β γ δ : ℝ) (B : Fin 3 → ℝ) : Matrix (Fin 3) (Fin 3) ℝ :=
  (β * (B ⬝ᵥ B)) • (1 : Matrix (Fin 3) (Fin 3) ℝ) + γ • vecMulVec B B
    + δ • diagonal (fun i => B i ^ 2)
```

Opposite directions describe the same axis, so each axis is listed once. The six conduction-band valleys of silicon, for example, form three opposite pairs. Both valleys of a pair have the same mobility tensor, so the mean over the six equals the mean over the three axes.

```lean
/-- The three [100] valley directions. -/
def axes100 : Fin 3 → Fin 3 → ℝ := ![![1, 0, 0], ![0, 1, 0], ![0, 0, 1]]

/-- The four [111] valley directions. -/
def axes111 : Fin 4 → Fin 3 → ℝ := ![![1, 1, 1], ![1, -1, -1], ![-1, 1, -1], ![-1, -1, 1]]

/-- The six [110] valley directions. -/
def axes110 : Fin 6 → Fin 3 → ℝ :=
  ![![1, 1, 0], ![1, -1, 0], ![1, 0, 1], ![1, 0, -1], ![0, 1, 1], ![0, 1, -1]]
```

## From the drift equation to the second-order term

The first theorem confirms the sign convention of $X$, entry by entry.

```lean
/-- The cross-product matrix of `B` sends `v` to `B × v`. -/
theorem crossMatrix_mulVec (B v : Fin 3 → ℝ) : crossMatrix B *ᵥ v = B ⨯₃ v := by
  ext i
  fin_cases i <;>
    simp [crossMatrix, cross_apply, Matrix.mulVec, dotProduct, Fin.sum_univ_three] <;> ring
```

The expansion takes a velocity `v` that solves the drift equation, for any real matrix `M`, and states an exact identity. The last term still contains `v`. It is negligible at weak field when `v` stays bounded as $B\to0$, which is a physical reading of the identity and no part of the theorem.

```lean
/-- A drift velocity that solves `v = M (E + v × B)` equals its expansion to second order in
`B`, with second-order term `M X M X M E`, plus an explicit remainder with three factors `X`. -/
theorem drift_expansion (M : Matrix (Fin 3) (Fin 3) ℝ) (E B v : Fin 3 → ℝ)
    (h : v = M *ᵥ (E + (v ⨯₃ B))) :
    v = M *ᵥ E - (M * crossMatrix B * M) *ᵥ E + secondOrder M B *ᵥ E
      - (secondOrder M B * crossMatrix B) *ᵥ v := by
  unfold secondOrder
  -- the drift equation in matrix form
  have h1 : v = M *ᵥ E - (M * crossMatrix B) *ᵥ v := by
    calc v = M *ᵥ (E + (v ⨯₃ B)) := h
      _ = M *ᵥ E - (M * crossMatrix B) *ᵥ v := by
        rw [← cross_anticomm B v, ← crossMatrix_mulVec, Matrix.mulVec_add,
          Matrix.mulVec_neg, Matrix.mulVec_mulVec, sub_eq_add_neg]
  -- insert the equation into itself, under any prefactor
  have step : ∀ A : Matrix (Fin 3) (Fin 3) ℝ,
      A *ᵥ v = (A * M) *ᵥ E - (A * M * crossMatrix B) *ᵥ v := by
    intro A
    calc A *ᵥ v = A *ᵥ (M *ᵥ E - (M * crossMatrix B) *ᵥ v) := congrArg (fun w => A *ᵥ w) h1
      _ = (A * M) *ᵥ E - (A * M * crossMatrix B) *ᵥ v := by
        rw [Matrix.mulVec_sub, Matrix.mulVec_mulVec, Matrix.mulVec_mulVec, Matrix.mul_assoc]
  calc v = M *ᵥ E - (M * crossMatrix B) *ᵥ v := h1
    _ = _ := by
      rw [step (M * crossMatrix B), step (M * crossMatrix B * M * crossMatrix B)]
      abel
```

In the proof, `h1` is $v=ME-MXv$. The auxiliary statement `step` inserts this equation behind an arbitrary prefactor $A$. It is used with $A=MX$ and then with $A=MXMX$, which are the two iterations done above, and `abel` collects the signs.

## The response fixes the coefficients

```lean
/-- Two Seitz forms that agree for every magnetic field have the same three coefficients. -/
theorem seitzForm_unique {β γ δ β' γ' δ' : ℝ}
    (h : ∀ B, seitzForm β γ δ B = seitzForm β' γ' δ' B) : β = β' ∧ γ = γ' ∧ δ = δ' := by
  -- transverse, off-diagonal and longitudinal entries for two test fields
  have h1 := congrArg (fun A => A 1 1) (h ![1, 0, 0])
  have h2 := congrArg (fun A => A 0 1) (h ![1, 1, 0])
  have h3 := congrArg (fun A => A 0 0) (h ![1, 0, 0])
  simp [seitzForm, dotProduct, Fin.sum_univ_three] at h1 h2 h3
  exact ⟨h1, h2, by linarith⟩
```

The hypotheses `h1`, `h2` and `h3` are the 11, 01 and 00 entries for the two test fields used above. The first two give $\beta$ and $\gamma$ directly, and `linarith` obtains $\delta$ from the third.

## One valley, then the mean

The single-valley formula is the three-line expression derived above, written for the unnormalised `d`.

```lean
set_option maxHeartbeats 400000 in
/-- The entries of the second-order response of a single valley along the nonzero direction `d`,
written with scalar and cross products of `d` and `B`. -/
theorem secondOrder_valley (t s : ℝ) (d B : Fin 3 → ℝ) (i j : Fin 3) :
    secondOrder (valley t s d) B i j =
      t ^ 3 * (B i * B j - (B ⬝ᵥ B) * (1 : Matrix (Fin 3) (Fin 3) ℝ) i j)
      + t ^ 2 * (s / (d ⬝ᵥ d)) * ((d ⬝ᵥ B) * (d i * B j + B i * d j)
        - 2 * (B ⬝ᵥ B) * d i * d j - (B ⨯₃ d) i * (B ⨯₃ d) j)
      + t * (s / (d ⬝ᵥ d)) ^ 2 * ((d ⬝ᵥ B) ^ 2 - (B ⬝ᵥ B) * (d ⬝ᵥ d)) * d i * d j := by
  unfold secondOrder valley
  generalize s / (d ⬝ᵥ d) = c
  -- `M X M` is linear in `c`, because `n · (B × n) = 0`
  have h1 : (t • (1 : Matrix (Fin 3) (Fin 3) ℝ) + c • vecMulVec d d) * crossMatrix B *
      (t • (1 : Matrix (Fin 3) (Fin 3) ℝ) + c • vecMulVec d d) =
      Matrix.of fun k l => t ^ 2 * crossMatrix B k l
        + t * c * ((B ⨯₃ d) k * d l - d k * (B ⨯₃ d) l) := by
    ext k l
    fin_cases k <;> fin_cases l <;>
      simp [crossMatrix, cross_apply, Matrix.mul_apply, vecMulVec_apply,
        Fin.sum_univ_three] <;> ring
  rw [h1]
  fin_cases i <;> fin_cases j <;>
    simp [crossMatrix, cross_apply, Matrix.mul_apply, vecMulVec_apply, dotProduct,
      Fin.sum_univ_three] <;> ring
```

The quotient `s / (d ⬝ᵥ d)` is first replaced by a free number `c`, which leaves a polynomial identity. The intermediate result `h1` is the formula for $MXM$, in which the quadratic term has already cancelled. The nine entries of the full product are then checked with `ring`.

The three means follow with explicit coefficients. The [100] tensors are diagonal and simple enough to multiply out directly.

```lean
/-- The mean second-order response of the three [100] valleys, with its Seitz coefficients. -/
theorem starMean_100 (t s : ℝ) (B : Fin 3 → ℝ) :
    starMean axes100 t s B =
      seitzForm (-(t ^ 3 + t ^ 2 * s) - t * s ^ 2 / 3) (t ^ 3 + t ^ 2 * s) (t * s ^ 2 / 3) B := by
  ext i j
  fin_cases i <;> fin_cases j <;>
    simp [starMean, secondOrder, valley, crossMatrix, seitzForm, axes100, Matrix.mul_apply,
      vecMulVec_apply, dotProduct, Fin.sum_univ_three] <;> ring
```

For the other two sets, the proof first rewrites each summand with `secondOrder_valley` and then adds the contributions of the listed directions. This explicit sum takes the place of the fourth moments $a$ and $b$.

```lean
set_option maxHeartbeats 400000 in
/-- The mean second-order response of the four [111] valleys, with its Seitz coefficients. -/
theorem starMean_111 (t s : ℝ) (B : Fin 3 → ℝ) :
    starMean axes111 t s B =
      seitzForm (-(t ^ 3 + t ^ 2 * s) - 2 * t * s ^ 2 / 9)
        (t ^ 3 + t ^ 2 * s + 2 * t * s ^ 2 / 9) (-(2 * t * s ^ 2 / 9)) B := by
  ext i j
  simp only [starMean, Matrix.smul_apply, secondOrder_valley, Fin.sum_univ_four,
    Matrix.add_apply]
  fin_cases i <;> fin_cases j <;>
    simp [seitzForm, axes111, cross_apply, vecMulVec_apply, dotProduct,
      Fin.sum_univ_three] <;> ring

set_option maxHeartbeats 400000 in
/-- The mean second-order response of the six [110] valleys, with its Seitz coefficients. -/
theorem starMean_110 (t s : ℝ) (B : Fin 3 → ℝ) :
    starMean axes110 t s B =
      seitzForm (-(t ^ 3 + t ^ 2 * s) - t * s ^ 2 / 4)
        (t ^ 3 + t ^ 2 * s + t * s ^ 2 / 6) (-(t * s ^ 2 / 12)) B := by
  ext i j
  simp only [starMean, Matrix.smul_apply, secondOrder_valley, Fin.sum_univ_six,
    Matrix.add_apply]
  fin_cases i <;> fin_cases j <;>
    simp [seitzForm, axes110, cross_apply, vecMulVec_apply, dotProduct,
      Fin.sum_univ_three] <;> ring
```

## The relations as properties of the response

Each final theorem assumes that some numbers `β`, `γ`, `δ` represent the mean response for every magnetic field. The preceding theorems supply such numbers, and `seitzForm_unique` shows that any others must coincide with them. The relations then follow by substitution and `ring`.

```lean
/-- Seitz relations for [100] valleys: coefficients that represent the mean response for every
magnetic field satisfy `β + γ + δ = 0` and `δ = t s² / 3`. -/
theorem seitz_relations_100 {t s β γ δ : ℝ}
    (h : ∀ B, starMean axes100 t s B = seitzForm β γ δ B) :
    β + γ + δ = 0 ∧ δ = t * s ^ 2 / 3 := by
  obtain ⟨h1, h2, h3⟩ := seitzForm_unique (fun B => (h B).symm.trans (starMean_100 t s B))
  exact ⟨by rw [h1, h2, h3]; ring, h3⟩
```

The first equation is the case from the opening: for $B=(1,0,0)$ the sum $\beta+\gamma+\delta$ is the response along the field.

```lean
/-- Seitz relations for [111] valleys: coefficients that represent the mean response for every
magnetic field satisfy `β + γ = 0` and `δ = -2 t s² / 9`. -/
theorem seitz_relations_111 {t s β γ δ : ℝ}
    (h : ∀ B, starMean axes111 t s B = seitzForm β γ δ B) :
    β + γ = 0 ∧ δ = -(2 * t * s ^ 2 / 9) := by
  obtain ⟨h1, h2, h3⟩ := seitzForm_unique (fun B => (h B).symm.trans (starMean_111 t s B))
  exact ⟨by rw [h1, h2]; ring, h3⟩

/-- Seitz relations for [110] valleys: coefficients that represent the mean response for every
magnetic field satisfy `β + γ = δ` and `δ = -t s² / 12`. -/
theorem seitz_relations_110 {t s β γ δ : ℝ}
    (h : ∀ B, starMean axes110 t s B = seitzForm β γ δ B) :
    β + γ = δ ∧ δ = -(t * s ^ 2 / 12) := by
  obtain ⟨h1, h2, h3⟩ := seitzForm_unique (fun B => (h B).symm.trans (starMean_110 t s B))
  exact ⟨by rw [h1, h2, h3]; ring, h3⟩

end

end SeitzSymmetryRelations
```

```lean
#print axioms SeitzSymmetryRelations.drift_expansion
#print axioms SeitzSymmetryRelations.seitz_relations_100
#print axioms SeitzSymmetryRelations.seitz_relations_111
#print axioms SeitzSymmetryRelations.seitz_relations_110
```

```
'SeitzSymmetryRelations.drift_expansion' depends on axioms: [propext, Classical.choice, Quot.sound]
'SeitzSymmetryRelations.seitz_relations_100' depends on axioms: [propext, Classical.choice, Quot.sound]
'SeitzSymmetryRelations.seitz_relations_111' depends on axioms: [propext, Classical.choice, Quot.sound]
'SeitzSymmetryRelations.seitz_relations_110' depends on axioms: [propext, Classical.choice, Quot.sound]
```

For equally populated spheroidal valleys with one energy-independent mobility tensor each, the second-order coefficients of a transport calculation show which of the three sets is present whenever $ts^2\neq0$: $\beta+\gamma$ equals $-\delta$ for [100], $0$ for [111] and $\delta$ for [110]. Two simplifications matter for a real semiconductor. Cubic symmetry allows a [110] valley to have three different principal mobilities, and then $\beta+\gamma=\delta$ does not hold in general. The model also replaces a distribution of carriers, with scattering that depends on energy, by a single drift equation per valley.
